# Slater exchange integrals $G^k$ of real radial functions are nonnegative on any finite grid of positive radii

A: For finitely many radii $r_i>0$, any natural number $k$ and real numbers $x_i$ of either sign,

$$\sum_{i,j} x_i x_j\,\frac{\min(r_i,r_j)^k}{\max(r_i,r_j)^{k+1}}\;\ge\;0 .$$

If the radii are distinct and some $x_i\neq 0$, the sum is strictly positive. Taking $x_i = w_iP_iQ_i$, with quadrature weights $w_i$ and real radial functions $P$ and $Q$, gives $G^k\ge 0$ on the grid.

Q: The kernel is positive, but $PQ$ can change sign when the orbitals have nodes. Why can't the negative cross terms win?

A: Because the kernel is a disguised minimum. For $r\le s$,

$$\frac{r^k}{s^{k+1}} = r^k s^k\,\frac{1}{s^{2k+1}},$$

and $s^{-(2k+1)}$ is the smaller of the two inverse powers. Put $a_i = r_i^{-(2k+1)}$ and $q_i = x_i r_i^k$. The sum becomes $\sum_{i,j} q_iq_j\min(a_i,a_j)$.

Now build the set of points one at a time, always adding a point $m$ whose $a_m$ is no larger than the values already present. Let $t$ be the old set, $S=\sum_{i\in t}q_i$ its total charge, and $E_t$ its double sum. Every minimum involving $m$ equals $a_m$, so the new double sum is

$$a_m q_m^2 + 2a_m q_m S + E_t .$$

Suppose that $E_t\ge c\,S^2$ has been shown for every $c$ below or equal to all the old $a_i$. The choice $c=a_m$ is allowed and completes the square: the new sum is at least $a_m(q_m+S)^2$, hence at least $c\,(q_m+S)^2$ for every $c\le a_m$. The empty set satisfies the bound as $0\ge 0$, so induction gives it for every finite set. Since all $a_i$ are positive, $c=0$ gives the claim.

Q: And strict positivity?

A: Take the $a_i$ distinct and $c$ strictly below them. If an old charge is nonzero, the induction hypothesis is already strict at $c=a_m$. If only $q_m$ is nonzero, the sum is $a_mq_m^2>c\,q_m^2$. Distinctness matters: charges $+1$ and $-1$ at the same radius give exactly zero.

Q: Then show me that the formal objects are the ones I know. What is the kernel?

A: It is the radial factor of the order-$k$ multipole term of the Coulomb repulsion, without angular coefficients and with the charge prefactor set to one.

```lean
import Mathlib

open Finset

namespace SlaterRadialPositivity

noncomputable section

variable {ι : Type*}

/-- The radial factor `r_<^k / r_>^(k+1)` of the order-`k` multipole term of the Coulomb
repulsion, for positive radii `r` and `s`. -/
def radialKernel (k : ℕ) (r s : ℝ) : ℝ := min r s ^ k / max r s ^ (k + 1)
```

Q: And the densities?

A: They are real functions on a finite index type `ι`, and `r i` is the radius of point `i`. You can picture charge on concentric shells, which is why the diagonal term $1/r_i$ is finite.

```lean
/-- The order-`k` Coulomb interaction of two radial densities `x` and `y` given on finitely
many positive radii `r i`. -/
def slaterSum [Fintype ι] (k : ℕ) (r x y : ι → ℝ) : ℝ :=
  ∑ i, ∑ j, x i * y j * radialKernel k (r i) (r j)
```

Q: Where do the orbitals come in?

A: In the next two definitions. With the measure $dr$, `P` and `Q` are the reduced functions $rR(r)$; if you prefer $R(r)$ itself, put the factor $r^2$ into `w`. The exchange integral pairs the overlap density $PQ$ with itself, while the direct integral pairs $P^2$ with $Q^2$.

```lean
/-- The exchange integral `G^k` of real radial functions `P` and `Q`, evaluated by quadrature
with weights `w` on a grid of positive radii `r`. -/
def exchangeG [Fintype ι] (k : ℕ) (r w P Q : ι → ℝ) : ℝ :=
  slaterSum k r (fun i => w i * (P i * Q i)) (fun i => w i * (P i * Q i))

/-- The direct integral `F^k` of real radial functions `P` and `Q`, evaluated by quadrature
with weights `w` on a grid of positive radii `r`. -/
def directF [Fintype ι] (k : ℕ) (r w P Q : ι → ℝ) : ℝ :=
  slaterSum k r (fun i => w i * P i ^ 2) (fun i => w i * Q i ^ 2)
```

Q: My $G^k$ is a double integral, though. You have a double sum.

A: Yes, and the theorems concern that sum, with the same quadrature rule in both variables. They say nothing about how close it is to the integral; passing to the continuum would need a separate convergence argument. A program that treats the inner integral by another rule produces a different sum, to which the result does not directly apply.

Q: Fair. How does the rewriting as a minimum look in Lean?

A: `le_total` splits into $r\le s$ and $s\le r$. In each case `gcongr` orders the inverse powers, the minimum and maximum are resolved, and `field_simp` checks the remaining identity.

```lean
/-- For positive radii the radial kernel is a product of powers times the smaller of the two
inverse powers `r^-(2k+1)` and `s^-(2k+1)`. -/
theorem radialKernel_eq_min (k : ℕ) {r s : ℝ} (hr : 0 < r) (hs : 0 < s) :
    radialKernel k r s =
      r ^ k * s ^ k * min (r ^ (2 * k + 1))⁻¹ (s ^ (2 * k + 1))⁻¹ := by
  unfold radialKernel
  rcases le_total r s with h | h
  · have hinv : (s ^ (2 * k + 1))⁻¹ ≤ (r ^ (2 * k + 1))⁻¹ := by gcongr
    have hp : s ^ (2 * k + 1) = s ^ k * s ^ (k + 1) := by ring
    rw [min_eq_left h, max_eq_right h, min_eq_right hinv, hp]
    field_simp
  · have hinv : (r ^ (2 * k + 1))⁻¹ ≤ (s ^ (2 * k + 1))⁻¹ := by gcongr
    have hp : r ^ (2 * k + 1) = r ^ k * r ^ (k + 1) := by ring
    rw [min_eq_right h, max_eq_left h, min_eq_left hinv, hp]
    field_simp
```

The next lemma is the formula for adding a point. Its `x` is an arbitrary charge, which I called $q$ above. The auxiliary facts `h1` and `h2` evaluate the row and the column of the new point.

```lean
/-- Adding a point `m` whose value `a m` is the smallest changes the quadratic form of the
kernel `min (a i) (a j)` by a term in `x m` and the total charge of the other points. -/
theorem minForm_insert [DecidableEq ι] (a x : ι → ℝ) {m : ι} {t : Finset ι}
    (hm : m ∉ t) (hmin : ∀ i ∈ t, a m ≤ a i) :
    ∑ i ∈ insert m t, ∑ j ∈ insert m t, x i * x j * min (a i) (a j) =
      a m * x m ^ 2 + 2 * a m * x m * ∑ i ∈ t, x i
        + ∑ i ∈ t, ∑ j ∈ t, x i * x j * min (a i) (a j) := by
  have h1 : ∑ j ∈ t, x m * x j * min (a m) (a j) = a m * x m * ∑ j ∈ t, x j := by
    rw [Finset.mul_sum]
    refine Finset.sum_congr rfl fun j hj => ?_
    rw [min_eq_left (hmin j hj)]
    ring
  have h2 : ∑ i ∈ t, x i * x m * min (a i) (a m) = a m * x m * ∑ i ∈ t, x i := by
    rw [Finset.mul_sum]
    refine Finset.sum_congr rfl fun i hi => ?_
    rw [min_eq_right (hmin i hi)]
    ring
  simp only [Finset.sum_insert hm, Finset.sum_add_distrib, min_self]
  rw [h1, h2]
  ring
```

Q: How does Lean know that points arrive in the right order?

A: Through `Finset.induction_on_min_value`, which deserves a closer look. Ordinary induction on finite sets inserts an arbitrary new element, and the formula above would then be unavailable. This version takes a function, here `a`, and supplies the extra hypothesis `hmin`: the inserted element has a value of `a` no larger than any already in the set. Ties are allowed. Since $a_i$ decreases with radius, the shells are added from the inside outwards.

The line `revert c` matters just as much. It makes the induction hypothesis hold for every admissible constant, so that `ih (a m) hmin` can use $a_m$ in place of the final $c$. After that, `nlinarith` combines `h1`, the bound on the old points, with `h3`, which replaces $a_m$ by $c$ in front of the square.

```lean
/-- If `c` is at most every `a i`, the quadratic form of the kernel `min (a i) (a j)` is at
least `c` times the square of the total charge. -/
theorem minForm_bound (s : Finset ι) (a x : ι → ℝ) (c : ℝ) (hc : ∀ i ∈ s, c ≤ a i) :
    c * (∑ i ∈ s, x i) ^ 2 ≤ ∑ i ∈ s, ∑ j ∈ s, x i * x j * min (a i) (a j) := by
  classical
  revert c
  refine Finset.induction_on_min_value a s ?_ ?_
  · intro c _
    simp
  · intro m t hm hmin ih c hc
    rw [minForm_insert a x hm hmin, Finset.sum_insert hm]
    -- the old points are bounded with the constant `a m`, which completes the square
    have h1 := ih (a m) hmin
    have h2 : c ≤ a m := hc m (Finset.mem_insert_self m t)
    have h3 := mul_le_mul_of_nonneg_right h2 (sq_nonneg (x m + ∑ i ∈ t, x i))
    nlinarith [h1, h3]
```

The strict version uses the same induction and splits on whether an old point carries charge. In the first case injectivity of `a` turns `hmin` into a strict inequality; in the second the old charges all vanish and `hxm` supplies the nonzero one.

```lean
/-- The bound is strict if the values `a i` are distinct, `c` lies strictly below them, and
some charge is nonzero. -/
theorem minForm_bound_strict (s : Finset ι) (a x : ι → ℝ) (ha : Function.Injective a)
    (c : ℝ) (hc : ∀ i ∈ s, c < a i) (hx : ∃ i ∈ s, x i ≠ 0) :
    c * (∑ i ∈ s, x i) ^ 2 < ∑ i ∈ s, ∑ j ∈ s, x i * x j * min (a i) (a j) := by
  classical
  revert c hx
  refine Finset.induction_on_min_value a s ?_ ?_
  · intro c _ hx
    simp at hx
  · intro m t hm hmin ih c hc hx
    rw [minForm_insert a x hm hmin, Finset.sum_insert hm]
    have h2 : c < a m := hc m (Finset.mem_insert_self m t)
    by_cases ht : ∃ i ∈ t, x i ≠ 0
    · have h1 := ih (a m) (fun i hi => lt_of_le_of_ne (hmin i hi)
        (fun h => hm (by rw [ha h]; exact hi))) ht
      have h3 := mul_le_mul_of_nonneg_right h2.le (sq_nonneg (x m + ∑ i ∈ t, x i))
      nlinarith [h1, h3]
    · -- only the new point carries charge
      have hz : ∀ i ∈ t, x i = 0 := fun i hi => by_contra fun h => ht ⟨i, hi, h⟩
      have hxm : x m ≠ 0 := by
        obtain ⟨i, hi, hxi⟩ := hx
        rcases Finset.mem_insert.mp hi with h | h
        · rwa [h] at hxi
        · exact absurd (hz i h) hxi
      have h1 := minForm_bound t a x (a m) hmin
      rw [Finset.sum_eq_zero hz] at h1 ⊢
      have h3 := mul_lt_mul_of_pos_right h2 (by positivity : 0 < x m ^ 2)
      nlinarith [h1, h3]
```

Q: So the Slater sum only has to be fed into these bounds?

A: Yes. First it is rewritten term by term, with charges `x i * r i ^ k`.

```lean
variable [Fintype ι]

/-- On positive radii the self-interaction of a radial density is a quadratic form of the
kernel `min`, with charges `x i * r i ^ k`. -/
theorem slaterSum_self_eq (k : ℕ) (r x : ι → ℝ) (hr : ∀ i, 0 < r i) :
    slaterSum k r x x = ∑ i, ∑ j, (x i * r i ^ k) * (x j * r j ^ k) *
      min (r i ^ (2 * k + 1))⁻¹ (r j ^ (2 * k + 1))⁻¹ := by
  unfold slaterSum
  refine Finset.sum_congr rfl fun i _ => Finset.sum_congr rfl fun j _ => ?_
  rw [radialKernel_eq_min k (hr i) (hr j)]
  ring
```

Then `minForm_bound` is applied to all points with constant $0$. The statement reads: for every `k`, all positive radii and every real density `x`, the self-interaction is nonnegative. Neither distinct radii nor a sign condition on `x` is assumed.

```lean
/-- The order-`k` Coulomb self-interaction of a radial density of any sign on finitely many
positive radii is nonnegative. -/
theorem slaterSum_self_nonneg (k : ℕ) (r x : ι → ℝ) (hr : ∀ i, 0 < r i) :
    0 ≤ slaterSum k r x x := by
  rw [slaterSum_self_eq k r x hr]
  have h := minForm_bound Finset.univ (fun i => (r i ^ (2 * k + 1))⁻¹)
    (fun i => x i * r i ^ k) 0 (fun i _ => inv_nonneg.mpr (pow_nonneg (hr i).le _))
  rw [zero_mul] at h
  exact h
```

Q: You insist on positive radii. My grid starts at the origin.

A: Then the general statement can fail. Take $k=0$, radii $0$ and $1$, and $x=(1,-1)$. The two cross terms contribute $-2$ and the outer point contributes $+1$. The self-term at the origin would be $1/0$, which Lean sets to $0$, so the total is $-1$. Nonnegative radii are therefore not enough. For reduced functions that vanish at the origin you can omit that point, since it carries no density.

Q: And the strict statement?

A: It adds two hypotheses: `hinj`, that no two grid points share a radius, and `hx`, that the density is not identically zero. The proof transfers distinctness from $r_i$ to $r_i^{-(2k+1)}$ and notes that a nonzero $x_i$ stays nonzero when multiplied by $r_i^k$.

```lean
/-- If the positive radii are distinct and the density is not identically zero, its order-`k`
Coulomb self-interaction is strictly positive. -/
theorem slaterSum_self_pos (k : ℕ) (r x : ι → ℝ) (hr : ∀ i, 0 < r i)
    (hinj : Function.Injective r) (hx : x ≠ 0) : 0 < slaterSum k r x x := by
  rw [slaterSum_self_eq k r x hr]
  have ha : Function.Injective (fun i => (r i ^ (2 * k + 1))⁻¹) := by
    intro i j h
    have h' : r i ^ (2 * k + 1) = r j ^ (2 * k + 1) := inv_injective h
    exact hinj ((pow_left_inj₀ (hr i).le (hr j).le (by omega)).mp h')
  obtain ⟨i, hi⟩ := Function.ne_iff.mp hx
  have h := minForm_bound_strict Finset.univ (fun i => (r i ^ (2 * k + 1))⁻¹)
    (fun i => x i * r i ^ k) ha 0 (fun i _ => inv_pos.mpr (pow_pos (hr i) _))
    ⟨i, Finset.mem_univ i, mul_ne_zero hi (pow_ne_zero _ (hr i).ne')⟩
  rw [zero_mul] at h
  exact h
```

Q: Now the exchange integral itself.

A: It is a self-interaction by definition, so one line suffices. The weights may even be negative, as in some higher-order quadrature rules.

```lean
/-- The exchange integral `G^k` of real radial functions, evaluated on a finite grid of
positive radii, is never negative. -/
theorem exchangeG_nonneg (k : ℕ) (r w P Q : ι → ℝ) (hr : ∀ i, 0 < r i) :
    0 ≤ exchangeG k r w P Q :=
  slaterSum_self_nonneg k r _ hr
```

Q: What does that buy me in an atomic calculation?

A: In a Hartree–Fock energy with real radial functions on such a grid, the exchange integral between two atomic orbitals, each a radial function times a spherical harmonic, is a sum of $G^k$ with nonnegative angular coefficients, so exchange between parallel spins never raises the energy. It also gives a simple test: apart from rounding, a negative $G^k$ from this quadrature points to a bug.

Q: Does positivity say anything about the direct integrals?

A: It bounds them. Write $\langle x,y\rangle$ for the Slater sum of densities $x$ and $y$. It is symmetric, so

$$0\le\langle x-y,x-y\rangle=\langle x,x\rangle-2\langle x,y\rangle+\langle y,y\rangle .$$

With $x_i=w_iP_i^2$ and $y_i=w_iQ_i^2$ this is $2F^k(P,Q)\le F^k(P,P)+F^k(Q,Q)$. In the proof, `generalize` replaces these two densities by arbitrary ones, `hsymm` is the symmetry, `hexp` is the expansion, and `linarith` rearranges.

```lean
/-- On a finite grid of positive radii, the direct integral `F^k` between two real radial
functions is at most the mean of their two self-interaction integrals. -/
theorem two_mul_directF_le (k : ℕ) (r w P Q : ι → ℝ) (hr : ∀ i, 0 < r i) :
    2 * directF k r w P Q ≤ directF k r w P P + directF k r w Q Q := by
  unfold directF
  generalize (fun i => w i * P i ^ 2) = x
  generalize (fun i => w i * Q i ^ 2) = y
  -- the interaction is symmetric in the two densities
  have hsymm : slaterSum k r y x = slaterSum k r x y := by
    unfold slaterSum
    rw [Finset.sum_comm]
    refine Finset.sum_congr rfl fun i _ => Finset.sum_congr rfl fun j _ => ?_
    unfold radialKernel
    rw [min_comm (r j) (r i), max_comm (r j) (r i)]
    ring
  -- the difference density has nonnegative self-interaction
  have hexp : slaterSum k r (fun i => x i - y i) (fun i => x i - y i) =
      slaterSum k r x x - slaterSum k r x y - slaterSum k r y x + slaterSum k r y y := by
    unfold slaterSum
    simp only [← Finset.sum_sub_distrib, ← Finset.sum_add_distrib]
    refine Finset.sum_congr rfl fun i _ => Finset.sum_congr rfl fun j _ => ?_
    ring
  have h := slaterSum_self_nonneg k r (fun i => x i - y i) hr
  linarith

end

end SlaterRadialPositivity
```

```lean
#print axioms SlaterRadialPositivity.slaterSum_self_pos
-- 'SlaterRadialPositivity.slaterSum_self_pos' depends on axioms: [propext, Classical.choice, Quot.sound]
#print axioms SlaterRadialPositivity.exchangeG_nonneg
-- 'SlaterRadialPositivity.exchangeG_nonneg' depends on axioms: [propext, Classical.choice, Quot.sound]
#print axioms SlaterRadialPositivity.two_mul_directF_le
-- 'SlaterRadialPositivity.two_mul_directF_le' depends on axioms: [propext, Classical.choice, Quot.sound]
```

Q: So the signs of $P$ and $Q$ never entered.

A: They did not. All that $G^k\ge 0$ needed from the functions was that the same real density stands on both sides of the kernel; the rest came from the kernel itself, which on positive radii is a minimum in disguise.
